# Löwdin orthonormalisation by a binomial series for overlaps \(S = 1 + D\) with \(\|D\| < 1\)

A calculation in a basis of non-orthogonal orbitals leads to the generalised eigenvalue problem \(HC = SC\varepsilon\), where \(H\) is the Hamiltonian matrix, \(S\) the overlap matrix, \(C\) the matrix of orbital coefficients and \(\varepsilon\) the diagonal matrix of energies. Before diagonalising, one usually looks for a matrix \(X\) with \(X^\dagger S X = 1\). Setting \(C = XC'\) then gives the ordinary problem \((X^\dagger H X)C' = C'\varepsilon\). Löwdin's choice is \(X = S^{-1/2}\).

If the basis functions are normalised and overlap weakly, \(S = 1 + D\) with a small \(D\) that holds the off-diagonal overlaps. This \(D\) is not the density matrix, which often carries the same letter. For \(\|D\| < 1\), \(X\) can be summed from powers of \(D\), without diagonalising \(S\):

\[
X = \sum_{k\ge 0} \binom{2k}{k}\left(-\frac{D}{4}\right)^k = 1 - \tfrac12 D + \tfrac38 D^2 - \cdots
\]

```lean
import Mathlib

open Finset

namespace LoewdinSeries
```

Mathlib, the mathematical library imported here, supplies the central binomial coefficient \(c_k = \binom{2k}{k}\) under the name `Nat.centralBinom k`.

## Two facts about central binomial coefficients

```lean
/-- Central binomial coefficients grow by at most a factor of four per step. -/
theorem centralBinom_add_le (N k : ℕ) :
    Nat.centralBinom (N + k) ≤ 4 ^ k * Nat.centralBinom N := by
  induction k with
  | zero => simp
  | succ k ih =>
    have h := Nat.succ_mul_centralBinom_succ (N + k)
    have h2 : (N + k + 1) * Nat.centralBinom (N + k + 1)
        ≤ (N + k + 1) * (4 * Nat.centralBinom (N + k)) := by
      rw [h]
      nlinarith [Nat.zero_le (Nat.centralBinom (N + k))]
    calc Nat.centralBinom (N + (k + 1))
        ≤ 4 * Nat.centralBinom (N + k) := le_of_mul_le_mul_left h2 (Nat.succ_pos _)
      _ ≤ 4 * (4 ^ k * Nat.centralBinom N) := Nat.mul_le_mul_left 4 ih
      _ = 4 ^ (k + 1) * Nat.centralBinom N := by ring
```

A Lean theorem lists its variables and hypotheses first, then a colon and the claim, and after `:= by` the proof. Here the claim is \(c_{N+k} \le 4^k c_N\) for all natural numbers \(N\) and \(k\).

By hand, start from the recursion
\[
(n+1)\,c_{n+1} = 2(2n+1)\,c_n \le 4(n+1)\,c_n .
\]
Dividing by \(n+1\) gives \(c_{n+1} \le 4c_n\), and \(k\) such steps give the claim. The Lean proof is the same induction on \(k\). The recursion enters as `Nat.succ_mul_centralBinom_succ`, and `le_of_mul_le_mul_left` cancels the common factor.

```lean
/-- The convolution of the central binomial coefficients with themselves is `4 ^ n`. -/
theorem sum_centralBinom_mul (n : ℕ) :
    ∑ p ∈ antidiagonal n, Nat.centralBinom p.1 * Nat.centralBinom p.2 = 4 ^ n := by
  -- by symmetry, the weight `i` averages to half of `i + j = m`
  have sym : ∀ m : ℕ,
      2 * ∑ p ∈ antidiagonal m, p.1 * (Nat.centralBinom p.1 * Nat.centralBinom p.2)
        = m * ∑ p ∈ antidiagonal m, Nat.centralBinom p.1 * Nat.centralBinom p.2 := by
    intro m
    have swap : ∑ p ∈ antidiagonal m, p.2 * (Nat.centralBinom p.1 * Nat.centralBinom p.2)
        = ∑ p ∈ antidiagonal m, p.1 * (Nat.centralBinom p.1 * Nat.centralBinom p.2) :=
      (Finset.Nat.sum_antidiagonal_swap (n := m)
        (f := fun p => p.2 * (Nat.centralBinom p.1 * Nat.centralBinom p.2))).symm.trans
        (sum_congr rfl fun p _ => by
          simp only [Prod.fst_swap, Prod.snd_swap]
          rw [mul_comm (Nat.centralBinom p.2)])
    have tot : ∑ p ∈ antidiagonal m, p.1 * (Nat.centralBinom p.1 * Nat.centralBinom p.2)
        + ∑ p ∈ antidiagonal m, p.2 * (Nat.centralBinom p.1 * Nat.centralBinom p.2)
        = m * ∑ p ∈ antidiagonal m, Nat.centralBinom p.1 * Nat.centralBinom p.2 := by
      rw [← sum_add_distrib, mul_sum]
      refine sum_congr rfl fun p hp => ?_
      rw [← mem_antidiagonal.mp hp]
      ring
    linarith [swap, tot]
  induction n with
  | zero => simp
  | succ n ih =>
    -- the recursion of the coefficients lowers the weighted sum by one order
    have shift :
        ∑ p ∈ antidiagonal (n + 1), p.1 * (Nat.centralBinom p.1 * Nat.centralBinom p.2)
        = 2 * (2 * ∑ p ∈ antidiagonal n,
            p.1 * (Nat.centralBinom p.1 * Nat.centralBinom p.2))
          + 2 * ∑ p ∈ antidiagonal n, Nat.centralBinom p.1 * Nat.centralBinom p.2 := by
      rw [Finset.Nat.sum_antidiagonal_succ]
      simp only [zero_mul, zero_add]
      rw [mul_sum, mul_sum, mul_sum, ← sum_add_distrib]
      refine sum_congr rfl fun p _ => ?_
      rw [← mul_assoc, Nat.succ_mul_centralBinom_succ]
      ring
    have key : (n + 1) * ∑ p ∈ antidiagonal (n + 1),
        Nat.centralBinom p.1 * Nat.centralBinom p.2 = (n + 1) * 4 ^ (n + 1) := by
      rw [← sym (n + 1), shift, sym n, ih]
      ring
    exact Nat.eq_of_mul_eq_mul_left (Nat.succ_pos n) key
```

The set `antidiagonal n` contains the pairs \((i,j)\) of natural numbers with \(i+j=n\); Lean writes \(i\) and \(j\) as `p.1` and `p.2`. The theorem says
\[
T_n := \sum_{i+j=n} c_i c_j = 4^n .
\]

Introduce the weighted sum \(W_n = \sum_{i+j=n} i\,c_i c_j\). Exchanging \(i\) and \(j\) shows that the weight \(j\) gives the same sum, and the two weights add up to \(n\). Hence \(2W_n = nT_n\), which is the step `sym`.

In \(W_{n+1}\) the term with \(i=0\) vanishes. Renumbering the others and using the recursion gives the step `shift`:
\[
W_{n+1} = \sum_{i+j=n}(i+1)c_{i+1}c_j = \sum_{i+j=n} 2(2i+1)c_i c_j = 4W_n + 2T_n .
\]

With \(2W_n = nT_n\), the right-hand side is \(2(n+1)T_n\). Therefore
\[
(n+1)T_{n+1} = 2W_{n+1} = 4(n+1)T_n ,
\]
so \(T_{n+1} = 4T_n\). Since \(T_0 = 1\), induction gives \(T_n = 4^n\). The step `key` is this equation with the induction hypothesis `ih` inserted, and the last line cancels \(n+1\).

## The series and its convergence

```lean
variable {A : Type*} [NormedRing A] [NormedAlgebra ℝ A]

/-- The term of order `k` in the binomial series, `binom(2k, k) (-D/4)^k`. -/
noncomputable def loewdinTerm (D : A) (k : ℕ) : A :=
  (Nat.centralBinom k : ℝ) • ((-(1 / 4 : ℝ)) • D) ^ k
```

The overlap is modelled in an algebra `A`, which may be noncommutative. `NormedRing A` provides sums, products and a norm with \(\|ab\| \le \|a\|\,\|b\|\); `NormedAlgebra ℝ A` allows multiplication by real numbers, written `•`. Real or complex square matrices with an operator norm are an example, and so are bounded operators on a Hilbert space.

The definition reads \(t_k = c_k\,(-D/4)^k\).

```lean
/-- The Loewdin factor of the overlap `1 + D`, as the sum of the binomial series; it is meant for
`‖D‖ < 1` in a complete algebra, where the series converges. -/
noncomputable def loewdinFactor (D : A) : A := ∑' k, loewdinTerm D k
```

The symbol `∑'` is an infinite sum, so this is \(X = \sum_k t_k\). Lean assigns it a value for every \(D\), even where the series diverges, so the definition carries meaning only together with a proof of convergence.

```lean
/-- From any order `N ≥ 1` on, the terms are dominated by a geometric sequence
of ratio `‖D‖`. -/
theorem norm_loewdinTerm_le (D : A) {N : ℕ} (hN : 0 < N) (k : ℕ) :
    ‖loewdinTerm D (N + k)‖
      ≤ (Nat.centralBinom N : ℝ) * (‖D‖ / 4) ^ N * ‖D‖ ^ k := by
  have hp : ‖D ^ (N + k)‖ ≤ ‖D‖ ^ (N + k) := norm_pow_le' D (by omega)
  have hc : (Nat.centralBinom (N + k) : ℝ) ≤ 4 ^ k * (Nat.centralBinom N : ℝ) := by
    exact_mod_cast centralBinom_add_le N k
  have h4 : ‖(-(1 / 4 : ℝ))‖ = 1 / 4 := by
    rw [norm_neg, Real.norm_of_nonneg (by norm_num)]
  have h1 : (4 : ℝ) ^ k * (1 / 4) ^ k = 1 := by
    rw [← mul_pow]
    norm_num
  rw [loewdinTerm, smul_pow, norm_smul, norm_smul, norm_pow (-(1 / 4 : ℝ)), h4,
    Real.norm_natCast]
  calc (Nat.centralBinom (N + k) : ℝ) * ((1 / 4) ^ (N + k) * ‖D ^ (N + k)‖)
      ≤ (4 ^ k * (Nat.centralBinom N : ℝ)) * ((1 / 4) ^ (N + k) * ‖D‖ ^ (N + k)) := by
        gcongr
    _ = (Nat.centralBinom N : ℝ) * (‖D‖ / 4) ^ N * ‖D‖ ^ k := by
        rw [div_eq_mul_one_div ‖D‖ 4, mul_pow]
        linear_combination
          ((Nat.centralBinom N : ℝ) * (1 / 4) ^ N * ‖D‖ ^ N * ‖D‖ ^ k) * h1
```

For \(N \ge 1\) and every \(k \ge 0\), the claim is
\[
\|t_{N+k}\| \le c_N\left(\frac{\|D\|}{4}\right)^N \|D\|^k .
\]

By hand,
\[
\|t_{N+k}\| = \frac{c_{N+k}}{4^{N+k}}\,\|D^{N+k}\| \le \frac{4^k c_N}{4^{N+k}}\,\|D\|^{N+k},
\]
which is the stated bound. In Lean, `hc` is the growth estimate for the coefficients and `hp` the estimate for the power of \(D\); `gcongr` multiplies the two inequalities.

The condition \(N \ge 1\) is there because the norm of the unit element isn't assumed to be 1. In the Frobenius norm, for instance, the \(n\times n\) unit matrix has norm \(\sqrt n\), and the bound with \(N=k=0\) would fail for \(n \ge 2\).

```lean
/-- The binomial series converges absolutely when `‖D‖ < 1`. -/
theorem summable_norm_loewdinTerm (D : A) (hD : ‖D‖ < 1) :
    Summable fun k => ‖loewdinTerm D k‖ := by
  rw [← summable_nat_add_iff 1]
  refine Summable.of_nonneg_of_le (fun _ => norm_nonneg _) (fun k => ?_)
    ((summable_geometric_of_lt_one (norm_nonneg D) hD).mul_left
      ((Nat.centralBinom 1 : ℝ) * (‖D‖ / 4) ^ 1))
  rw [add_comm k 1]
  exact norm_loewdinTerm_le D one_pos k
```

`Summable` applied to the norms says that \(\sum_k \|t_k\|\) is finite. Taking \(N=1\) in the previous bound gives \(\|t_{1+k}\| \le \tfrac12\|D\|^{k+1}\), a convergent geometric series when \(\|D\|<1\). The first line of the proof sets the term \(k=0\) aside, since one term doesn't affect convergence.

## The square of the factor is the Neumann series

```lean
variable [CompleteSpace A]

/-- In a complete algebra, for `‖D‖ < 1`, the square of the Loewdin factor is the Neumann series
`1 - D + D^2 - ...`. -/
theorem loewdinFactor_mul_self (D : A) (hD : ‖D‖ < 1) :
    loewdinFactor D * loewdinFactor D = ∑' n : ℕ, (-D) ^ n := by
  have h := summable_norm_loewdinTerm D hD
  rw [loewdinFactor, tsum_mul_tsum_eq_tsum_sum_antidiagonal_of_summable_norm h h]
  refine tsum_congr fun n => ?_
  -- collect the terms of total order `n`
  have hterm : ∀ p ∈ antidiagonal n, loewdinTerm D p.1 * loewdinTerm D p.2
      = ((Nat.centralBinom p.1 * Nat.centralBinom p.2 : ℕ) : ℝ)
        • ((-(1 / 4 : ℝ)) • D) ^ n := by
    intro p hp
    rw [loewdinTerm, loewdinTerm, smul_mul_smul_comm, ← pow_add,
      mem_antidiagonal.mp hp, Nat.cast_mul]
  have h4 : ((4 ^ n : ℕ) : ℝ) * (-(1 / 4 : ℝ)) ^ n = (-1) ^ n := by
    push_cast
    rw [← mul_pow]
    norm_num
  rw [sum_congr rfl hterm, ← sum_smul, ← Nat.cast_sum, sum_centralBinom_mul,
    smul_pow, smul_smul, h4, ← smul_pow, neg_one_smul]
```

`CompleteSpace A` says that Cauchy sequences converge, so that absolute convergence implies convergence. Finite matrices satisfy this automatically.

An absolutely convergent series may be multiplied by itself and sorted by total order \(n\):
\[
X^2 = \sum_n \sum_{i+j=n} t_i t_j = \sum_n \Big(\sum_{i+j=n} c_i c_j\Big)\left(-\frac{D}{4}\right)^n = \sum_n 4^n\left(-\frac{D}{4}\right)^n = \sum_n (-D)^n .
\]
Only powers of one element occur, so noncommutativity does no harm. The long name in the second line of the proof is the Cauchy product, `hterm` combines \(t_i t_j\) into a single power, and `h4` cancels the factors of four.

```lean
/-- For `‖D‖ < 1` the Loewdin factor commutes with every element that commutes with `D`. -/
theorem commute_loewdinFactor (D : A) (hD : ‖D‖ < 1) {B : A} (hB : Commute B D) :
    Commute B (loewdinFactor D) := by
  have hs : Summable (loewdinTerm D) := (summable_norm_loewdinTerm D hD).of_norm
  change B * loewdinFactor D = loewdinFactor D * B
  rw [loewdinFactor, ← hs.tsum_mul_left, ← hs.tsum_mul_right]
  exact tsum_congr fun k => (((hB.smul_right _).pow_right k).smul_right _).eq
```

`Commute B D` means \(BD = DB\). Such a \(B\) commutes with every power of \(D\), hence with every \(t_k\), and convergence allows it to be moved through the sum:
\[
BX = \sum_k B t_k = \sum_k t_k B = XB .
\]

## The orthonormalisation identity

```lean
/-- In a complete algebra, for an overlap `S = 1 + D` with `‖D‖ < 1`, the binomial series converges
absolutely, and its sum `X` commutes with `S` and satisfies `X S X = 1`. -/
theorem loewdin_binomial_series (D : A) (hD : ‖D‖ < 1) :
    (Summable fun k => ‖loewdinTerm D k‖) ∧
      Commute (loewdinFactor D) (1 + D) ∧
      loewdinFactor D * (1 + D) * loewdinFactor D = 1 := by
  have hc : Commute (1 + D) (loewdinFactor D) :=
    commute_loewdinFactor D hD ((Commute.one_left D).add_left (Commute.refl D))
  -- the Neumann series inverts the overlap
  have hn := mul_neg_geom_series (-D) (by rwa [norm_neg])
  rw [sub_neg_eq_add] at hn
  refine ⟨summable_norm_loewdinTerm D hD, hc.symm, ?_⟩
  rw [← hc.eq, mul_assoc, loewdinFactor_mul_self D hD]
  exact hn
```

The sign `∧` means "and". For \(\|D\| < 1\) the theorem states three things: the series converges absolutely, \(XS = SX\), and \(XSX = 1\).

Since \(S = 1+D\) commutes with \(D\), it commutes with \(X\); this is `hc`. The Neumann series inverts the overlap, because the sum telescopes:
\[
(1+D)\sum_n(-D)^n = 1 ,
\]
which is `hn`. Together,
\[
XSX = SX^2 = S\sum_n(-D)^n = 1 .
\]

So \(X\) is a square root of \(S^{-1}\). The element \(-X\) satisfies the same equations, so they don't single out the positive root that \(S^{-1/2}\) usually denotes. For a Hermitian matrix \(D\), positivity follows from a separate argument, not formalised here: each eigenvalue \(d\) of \(D\) gives \(X\) the eigenvalue \((1+d)^{-1/2} > 0\).

```lean
/-- In a complete algebra, for `‖D‖ < 1`, keeping the first `N ≥ 1` terms of the series leaves an
error of at most `binom(2N, N) (‖D‖/4)^N / (1 - ‖D‖)`. -/
theorem truncation_error (D : A) (hD : ‖D‖ < 1) {N : ℕ} (hN : 0 < N) :
    ‖loewdinFactor D - ∑ k ∈ range N, loewdinTerm D k‖
      ≤ (Nat.centralBinom N : ℝ) * (‖D‖ / 4) ^ N / (1 - ‖D‖) := by
  have hs : Summable (loewdinTerm D) := (summable_norm_loewdinTerm D hD).of_norm
  have e : loewdinFactor D - ∑ k ∈ range N, loewdinTerm D k
      = ∑' k, loewdinTerm D (k + N) :=
    sub_eq_of_eq_add' (hs.sum_add_tsum_nat_add N).symm
  rw [e, div_eq_mul_inv]
  refine tsum_of_norm_bounded
    ((hasSum_geometric_of_lt_one (norm_nonneg D) hD).mul_left _) fun k => ?_
  rw [add_comm k N]
  exact norm_loewdinTerm_le D hN k
```

`range N` runs over \(0,\dots,N-1\), so the highest power kept is \(D^{N-1}\). The remainder is \(\sum_{k\ge0} t_{N+k}\), and the geometric bound gives
\[
\Big\|X - \sum_{k<N} t_k\Big\| \le c_N\left(\frac{\|D\|}{4}\right)^N\sum_{k\ge0}\|D\|^k = \frac{c_N\,(\|D\|/4)^N}{1-\|D\|} .
\]
In Lean, `e` identifies the remainder and `tsum_of_norm_bounded` sums the bounds. For \(\|D\| = 0.2\) and \(N = 3\), the error is at most \(20\cdot 0.05^3/0.8 \approx 0.0031\). This concerns truncation only; rounding is a separate matter.

```lean
/-- In a complete algebra with continuous involution, a self-adjoint `D` with `‖D‖ < 1` has a
self-adjoint Loewdin factor `X`, and `X† (1 + D) X = 1`. -/
theorem symmetric_orthonormalisation [StarRing A] [ContinuousStar A] [StarModule ℝ A]
    (D : A) (hD : ‖D‖ < 1) (hsa : IsSelfAdjoint D) :
    IsSelfAdjoint (loewdinFactor D) ∧
      star (loewdinFactor D) * (1 + D) * loewdinFactor D = 1 := by
  have hX : star (loewdinFactor D) = loewdinFactor D := by
    rw [loewdinFactor, tsum_star]
    exact tsum_congr fun k => by
      simp only [loewdinTerm, star_smul, star_pow, star_trivial, hsa.star_eq]
  refine ⟨hX, ?_⟩
  rw [hX]
  exact (loewdin_binomial_series D hD).2.2

end LoewdinSeries
```

The operation `star` is the adjoint \(\dagger\): for complex matrices the conjugate transpose, for real ones the transpose. The assumptions in square brackets say that it reverses products, is continuous and leaves real scalars alone. `IsSelfAdjoint D` means \(D^\dagger = D\), as holds for the overlaps of any basis.

Each \(t_k\) is a real multiple of a power of \(D\), hence self-adjoint. Continuity carries the adjoint through the sum, so \(X^\dagger = X\); this is `hX`. The previous identity then becomes \(X^\dagger S X = 1\). The expression `.2.2` picks the third part of the main theorem.

## From the algebra to a set of orbitals

The theorems speak of an element \(1+D\), not of basis functions. The step to orbitals \(\varphi_i\) is to take \(S_{ij} = \langle\varphi_i|\varphi_j\rangle\) and form \(\varphi'_j = \sum_i \varphi_i X_{ij}\). The new overlap matrix is \(X^\dagger S X = 1\), so the new orbitals are orthonormal.

The condition \(\|D\|<1\) stands for weak overlap and has to be checked for the basis at hand. For normalised functions it is enough that the absolute overlaps of each function with all the others add up to less than one, since the largest such sum is itself an admissible matrix norm. In the operator norm, the condition places all eigenvalues of \(S\) strictly between 0 and 2, which large or diffuse basis sets can violate.

```lean
#print axioms LoewdinSeries.loewdin_binomial_series
#print axioms LoewdinSeries.truncation_error
#print axioms LoewdinSeries.symmetric_orthonormalisation
```

```
'LoewdinSeries.loewdin_binomial_series' depends on axioms: [propext, Classical.choice, Quot.sound]
'LoewdinSeries.truncation_error' depends on axioms: [propext, Classical.choice, Quot.sound]
'LoewdinSeries.symmetric_orthonormalisation' depends on axioms: [propext, Classical.choice, Quot.sound]
```
